# Equal weights on N equidistant periodic points integrate exp(ikx) exactly for integer |k| < N; Simpson weights fail at k = N/2

Take two points on the circle, \(x=0\) and \(x=\pi\), and integrate \(e^{ix}\) over \([0,2\pi]\). The integral is 0, and the values at the two points are \(1\) and \(-1\). Equal weights \(\pi\) give \(\pi-\pi=0\), which is correct. Simpson weights \(2\pi/3\) and \(4\pi/3\) give \(-2\pi/3\). Simpson's rule treats the even and odd points differently, and this wave changes sign between them.

## The trapezoidal and Simpson sums on a periodic grid

Let \(N\ge 1\), \(h=2\pi/N\), and let \(f\) be a function on the real line. The periodic trapezoidal sum is
\[
T_N f=\sum_{j=0}^{N-1} h\,f(jh).
\]
For an integer \(k\),
\[
T_N e^{ikx}=\begin{cases}2\pi & \text{if } N \text{ divides } k,\\ 0 & \text{otherwise,}\end{cases}
\]
so the sum equals the integral whenever \(|k|<N\).

For even \(N=2M\), let \(S_{2M}f\) be the sum with weights \(2h/3\) at even \(j\) and \(4h/3\) at odd \(j\). This is the usual composite Simpson rule for a periodic function, with the two endpoint weights \(h/3\) merged at \(x=0\). It is exact for \(|k|<M\) and returns \(-2\pi/3\) instead of 0 at \(k=M\).

## Azimuthal overlaps of d functions

A code that integrates over an azimuthal angle \(\varphi\) on a uniform grid meets this result when it forms overlaps of \(e^{im\varphi}/\sqrt{2\pi}\):

```python
phi = 2*np.pi*np.arange(N)/N
overlap = np.sum(np.exp(1j*(m - mp)*phi)) / N
```

For d functions, \(m\) and \(m'\) run from \(-2\) to \(2\), so the frequency \(m-m'\) reaches 4. Five equally weighted points reproduce all the overlaps. Simpson weights on eight points give the orthogonal pair \(m=2\), \(m'=-2\) an overlap of \(-1/3\); with Simpson weights, ten points are needed.

For electronic structure, this gives a sufficient number of equidistant, equally weighted points for one-dimensional integrals over a period \(2\pi\) whose integrands contain finitely many known integer frequencies: one more than the largest \(|k|\).

## From the geometric sum to the Simpson error

**The integral.** For \(k=0\) the integrand is 1 and the integral is \(2\pi\). For \(k\neq0\),
\[
\int_0^{2\pi}e^{ikx}\,dx=\frac{e^{2\pi ik}-1}{ik}=0.
\]

**The trapezoidal sum.** Put \(z=e^{ikh}=e^{2\pi ik/N}\). At the node \(jh\) the wave has the value \(z^j\). The factor \(z\) equals 1 exactly when \(kh=2\pi n\) for some integer \(n\), that is, when \(k=nN\). In that case \(T_Ne^{ikx}=hN=2\pi\). Otherwise, since \(z^N=e^{2\pi ik}=1\),
\[
T_Ne^{ikx}=h\sum_{j=0}^{N-1}z^j=h\,\frac{z^N-1}{z-1}=0.
\]
If \(|k|<N\), the only multiple of \(N\) available is \(k=0\), so sum and integral agree. Both are linear in the integrand, so they also agree for \(\sum_k c_k e^{ikx}\) with finitely many terms, all with \(|k|<N\).

**Simpson from two trapezoidal sums.** Let \(h=\pi/M\) be the spacing of the \(2M\)-point grid. Grouping each even node with the next odd one gives
\[
T_{2M}f=h\sum_{i=0}^{M-1}\bigl[f(2ih)+f((2i+1)h)\bigr],\qquad
T_Mf=2h\sum_{i=0}^{M-1}f(2ih).
\]
In \(\tfrac43T_{2M}f-\tfrac13T_Mf\), an even node has weight \(\tfrac43h-\tfrac23h=\tfrac23h\) and an odd node has weight \(\tfrac43h\). Hence
\[
S_{2M}f=\tfrac43\,T_{2M}f-\tfrac13\,T_Mf .
\]
For \(|k|<M\) both trapezoidal sums are exact, and the coefficients add up to 1. For \(k=M\ge1\) the fine sum is 0, but the coarse grid sees the wave as the constant 1 and returns \(2\pi\). The result is \(-\tfrac13\cdot2\pi=-2\pi/3\).

## The Lean file for both quadrature rules

```lean
import Mathlib

open scoped Real
open Complex (I)

namespace PeriodicQuadrature

noncomputable section

/-- The grid spacing `h = 2π/N` of `N` equidistant points on one period, for `N ≥ 1`. -/
def step (N : ℕ) : ℝ := 2 * π / N

/-- The plane wave `exp(ikx)` with integer frequency `k`. -/
def planeWave (k : ℤ) (x : ℝ) : ℂ := Complex.exp ((k : ℂ) * I * (x : ℂ))

/-- The periodic trapezoidal sum: equal weights `h` at the nodes `jh`, `0 ≤ j < N`,
for `N ≥ 1`. -/
def trapezoid (N : ℕ) (f : ℝ → ℂ) : ℂ :=
  ∑ j ∈ Finset.range N, (step N : ℂ) * f ((j : ℝ) * step N)

/-- The periodic composite Simpson sum, for even `N ≥ 2`: weights `2h/3` at even nodes and
`4h/3` at odd nodes. -/
def simpson (N : ℕ) (f : ℝ → ℂ) : ℂ :=
  ∑ j ∈ Finset.range N,
    ((if Even j then 2 * step N / 3 else 4 * step N / 3 : ℝ) : ℂ) * f ((j : ℝ) * step N)

/-- For `N ≠ 0`, the `N` grid intervals together cover one period `2π`. -/
theorem step_mul {N : ℕ} (hN : N ≠ 0) : (step N : ℂ) * (N : ℂ) = 2 * (π : ℂ) := by
  have hN' : (N : ℂ) ≠ 0 := Nat.cast_ne_zero.mpr hN
  simp only [step]
  push_cast
  exact div_mul_cancel₀ _ hN'

/-- The value of a plane wave at `j * step N` is the `j`-th power of its value at `step N`. -/
theorem planeWave_node (N j : ℕ) (k : ℤ) :
    planeWave k ((j : ℝ) * step N) = planeWave k (step N) ^ j := by
  simp only [planeWave]
  rw [← Complex.exp_nat_mul]
  congr 1
  push_cast
  ring

/-- For `N ≠ 0`, the phase factor of a plane wave over one grid interval is 1 exactly when
`N` divides its frequency. -/
theorem planeWave_step_eq_one_iff {N : ℕ} (hN : N ≠ 0) (k : ℤ) :
    planeWave k (step N) = 1 ↔ (N : ℤ) ∣ k := by
  have key := step_mul hN
  unfold planeWave
  rw [Complex.exp_eq_one_iff]
  constructor
  · rintro ⟨n, hn⟩
    refine ⟨n, ?_⟩
    have h : (k : ℂ) = (N : ℂ) * (n : ℂ) :=
      mul_right_cancel₀ Complex.two_pi_I_ne_zero
        (by linear_combination (N : ℂ) * hn - (k : ℂ) * I * key)
    exact_mod_cast h
  · rintro ⟨n, rfl⟩
    refine ⟨n, ?_⟩
    push_cast
    linear_combination (n : ℂ) * I * key

/-- The integral of a plane wave over one period is `2π` for zero frequency and 0 for any
other integer frequency. -/
theorem integral_planeWave (k : ℤ) :
    ∫ x in (0 : ℝ)..(2 * π), planeWave k x = if k = 0 then 2 * (π : ℂ) else 0 := by
  by_cases hk : k = 0
  · subst hk
    simp [planeWave]
  · have hc : (k : ℂ) * I ≠ 0 := mul_ne_zero (Int.cast_ne_zero.mpr hk) Complex.I_ne_zero
    have h1 : Complex.exp ((k : ℂ) * I * ((2 * π : ℝ) : ℂ)) = 1 :=
      Complex.exp_eq_one_iff.mpr ⟨k, by push_cast; ring⟩
    rw [if_neg hk]
    simp only [planeWave]
    rw [integral_exp_mul_complex hc, h1]
    simp

/-- Aliasing rule: for `N ≠ 0`, the trapezoidal sum of a plane wave is `2π` when `N` divides
the frequency and 0 otherwise. -/
theorem trapezoid_planeWave {N : ℕ} (hN : N ≠ 0) (k : ℤ) :
    trapezoid N (planeWave k) = if (N : ℤ) ∣ k then 2 * (π : ℂ) else 0 := by
  simp only [trapezoid, planeWave_node]
  rw [← Finset.mul_sum]
  split_ifs with h
  · rw [(planeWave_step_eq_one_iff hN k).2 h]
    simp only [one_pow, Finset.sum_const, Finset.card_range, nsmul_eq_mul, mul_one]
    exact step_mul hN
  · -- for an `N`-th root of unity other than 1, the sum of the powers 0 to `N - 1` vanishes
    have hz : planeWave k (step N) ≠ 1 := mt (planeWave_step_eq_one_iff hN k).1 h
    have hp : planeWave k (step N) ^ N = 1 := by
      rw [← planeWave_node]
      unfold planeWave
      exact Complex.exp_eq_one_iff.mpr
        ⟨k, by push_cast; linear_combination (k : ℂ) * I * step_mul hN⟩
    rw [geom_sum_eq hz, hp, sub_self, zero_div, mul_zero]

/-- The `N`-point trapezoidal sum integrates every plane wave with `|k| < N` exactly. -/
theorem trapezoid_exact {N : ℕ} {k : ℤ} (h : |k| < (N : ℤ)) :
    trapezoid N (planeWave k) = ∫ x in (0 : ℝ)..(2 * π), planeWave k x := by
  have h0 := abs_nonneg k
  have hN : N ≠ 0 := by omega
  rw [trapezoid_planeWave hN, integral_planeWave]
  by_cases hk : k = 0
  · rw [if_pos (by rw [hk]; exact dvd_zero _), if_pos hk]
  · -- a nonzero multiple of `N` has magnitude at least `N`
    have hd : ¬ (N : ℤ) ∣ k := fun hd =>
      not_le_of_gt h (Int.le_of_dvd (abs_pos.mpr hk) ((dvd_abs _ _).mpr hd))
    rw [if_neg hd, if_neg hk]

/-- The `N`-point trapezoidal sum integrates exactly every trigonometric polynomial whose
frequencies all satisfy `|k| < N`. -/
theorem trapezoid_exact_trigPolynomial {N : ℕ} (s : Finset ℤ) (c : ℤ → ℂ)
    (hs : ∀ k ∈ s, |k| < (N : ℤ)) :
    trapezoid N (fun x => ∑ k ∈ s, c k * planeWave k x) =
      ∫ x in (0 : ℝ)..(2 * π), ∑ k ∈ s, c k * planeWave k x := by
  have hc : ∀ k : ℤ, Continuous (fun x : ℝ => c k * planeWave k x) := by
    intro k
    unfold planeWave
    fun_prop
  rw [intervalIntegral.integral_finsetSum (fun k _ => (hc k).intervalIntegrable _ _)]
  simp only [trapezoid, Finset.mul_sum]
  rw [Finset.sum_comm]
  refine Finset.sum_congr rfl fun k hk => ?_
  rw [intervalIntegral.integral_const_mul, ← trapezoid_exact (hs k hk), trapezoid,
    Finset.mul_sum]
  refine Finset.sum_congr rfl fun j _ => ?_
  ring

/-- For any integrand, the Simpson sum on `2M` points is 4/3 of the trapezoidal sum on `2M`
points minus 1/3 of the trapezoidal sum on `M` points. -/
theorem simpson_eq_trapezoid (M : ℕ) (f : ℝ → ℂ) :
    simpson (2 * M) f = 4 / 3 * trapezoid (2 * M) f - 1 / 3 * trapezoid M f := by
  -- group each even node with the odd node after it
  have pairs : ∀ (g : ℕ → ℂ) (n : ℕ), ∑ j ∈ Finset.range (2 * n), g j =
      ∑ i ∈ Finset.range n, (g (2 * i) + g (2 * i + 1)) := by
    intro g n
    induction n with
    | zero => simp
    | succ n ih =>
      rw [show 2 * (n + 1) = 2 * n + 1 + 1 by ring, Finset.sum_range_succ,
        Finset.sum_range_succ, Finset.sum_range_succ, ih]
      ring
  have hstep : step M = 2 * step (2 * M) := by
    simp only [step]
    push_cast
    ring
  simp only [simpson, trapezoid]
  rw [pairs, pairs, hstep, Finset.mul_sum, Finset.mul_sum, ← Finset.sum_sub_distrib]
  refine Finset.sum_congr rfl fun i _ => ?_
  have he : Even (2 * i) := even_two_mul i
  have ho : ¬ Even (2 * i + 1) := Nat.not_even_iff_odd.mpr ⟨i, rfl⟩
  have hx : (i : ℝ) * (2 * step (2 * M)) = ((2 * i : ℕ) : ℝ) * step (2 * M) := by
    push_cast
    ring
  simp only [if_pos he, if_neg ho, hx]
  push_cast
  ring

/-- The Simpson sum on `2M` points integrates every plane wave with `|k| < M` exactly. -/
theorem simpson_exact {M : ℕ} {k : ℤ} (h : |k| < (M : ℤ)) :
    simpson (2 * M) (planeWave k) = ∫ x in (0 : ℝ)..(2 * π), planeWave k x := by
  have h2 : |k| < ((2 * M : ℕ) : ℤ) := by
    push_cast
    linarith [abs_nonneg k]
  rw [simpson_eq_trapezoid, trapezoid_exact h2, trapezoid_exact h]
  ring

/-- On `2M` points with `M ≠ 0`, the Simpson sum of the plane wave of frequency `M` is
`-2π/3`, whereas its integral over the period is 0. -/
theorem simpson_fails_at_half {M : ℕ} (hM : M ≠ 0) :
    simpson (2 * M) (planeWave (M : ℤ)) = -(2 * (π : ℂ) / 3) ∧
      ∫ x in (0 : ℝ)..(2 * π), planeWave (M : ℤ) x = 0 := by
  have hk : (M : ℤ) ≠ 0 := by exact_mod_cast hM
  have hint : ∫ x in (0 : ℝ)..(2 * π), planeWave (M : ℤ) x = 0 := by
    rw [integral_planeWave, if_neg hk]
  have h2 : |(M : ℤ)| < ((2 * M : ℕ) : ℤ) := by
    rw [Nat.abs_cast]
    omega
  refine ⟨?_, hint⟩
  -- the fine sum is exact, the coarse sum mistakes the wave for a constant
  rw [simpson_eq_trapezoid, trapezoid_exact h2, hint, trapezoid_planeWave hM,
    if_pos (dvd_refl _)]
  ring

end

end PeriodicQuadrature
```

```lean
#print axioms PeriodicQuadrature.trapezoid_exact_trigPolynomial
#print axioms PeriodicQuadrature.simpson_exact
#print axioms PeriodicQuadrature.simpson_fails_at_half
```

```
'PeriodicQuadrature.trapezoid_exact_trigPolynomial' depends on axioms: [propext, Classical.choice, Quot.sound]
'PeriodicQuadrature.simpson_exact' depends on axioms: [propext, Classical.choice, Quot.sound]
'PeriodicQuadrature.simpson_fails_at_half' depends on axioms: [propext, Classical.choice, Quot.sound]
```

## Integer frequencies, period 2π and real numbers

In the file, `step N` is \(h\), `planeWave k` is \(e^{ikx}\) with `k : ℤ`, and `trapezoid N f` and `simpson N f` are the weighted sums for an arbitrary `f : ℝ → ℂ`. The integral is Mathlib's interval integral from 0 to \(2\pi\), without a factor \(1/2\pi\).

- `trapezoid_planeWave` is the divisibility rule for every nonzero `N`, even or odd.
- `trapezoid_exact` and `trapezoid_exact_trigPolynomial` give exactness for one wave and for a finite sum over a set `s` of frequencies with coefficients `c`.
- `simpson_eq_trapezoid` holds for any integrand, periodic or not.
- `simpson_exact` covers \(|k|<M\), and `simpson_fails_at_half` states both the wrong value and the zero integral at \(k=M\).

The proofs follow the derivation above. `planeWave_node` turns node values into powers, and `planeWave_step_eq_one_iff` decides when the phase factor is 1, using the fact that \(e^w=1\) only for integer multiples \(w\) of \(2\pi i\). `trapezoid_planeWave` then splits into the two cases and applies `geom_sum_eq` in the second. For finite sums of waves, continuity justifies integrating term by term, and `Finset.sum_comm` exchanges the sums over nodes and frequencies. In `simpson_eq_trapezoid`, the auxiliary statement `pairs` groups the nodes by induction, after which the weights are compared pair by pair.

The definition `simpson` accepts odd `N`, where the alternating weights no longer form Simpson's rule; the theorems use it only at `2 * M`. The numbers are real and complex, so rounding in floating point is not covered. Nor are integrands with infinitely many frequencies, such as a general smooth periodic function, for which the trapezoidal sum usually has an error. Non-periodic intervals, where Simpson's rule is normally applied, are a different problem, and the comparison here says nothing against using it there.
